# For occupations in [0,1], two opposite SP2 steps leave an idempotency error of at most (71 + 17√17)/32 times the old error squared

Let X be a Hermitian matrix with eigenvalues in [0,1]. Apply the two SP2 steps X ↦ X² and X ↦ 2X − X² once each, in either order, and call the result Y. Then, in the spectral norm,

‖Y − Y²‖ ≤ C ‖X − X²‖², C = (71 + 17√17)/32 ≈ 4.41.

For a single occupation x and the order "square first", C is the smallest constant that works for all x in [0,1]. Hence 9/2 suffices, and 4 does not: it fails at x = 4/5. Two squarings in a row admit no constant at all.

## Occupations, purification and a test for stopping

SP2, a form of density-matrix purification, starts from a Hamiltonian that has been shifted and rescaled, with its sign reversed, so that the eigenvalues of the resulting X lie between 0 and 1 and the lowest energies come nearest to 1. These eigenvalues are treated as fractional occupations and driven to 0 or 1. In SP2 each step is one of two polynomials. Squaring lowers the occupations strictly between 0 and 1, and 2X − X² raises them; the choice at each step is used to steer the trace towards the number of occupied orbitals. The distance from a projector is measured by the idempotency error

e(X) = X − X².

The bound gives a stopping test without a tolerance to choose. Measure the error by the spectral norm of e(X). If its computed value after two opposite steps exceeds C times the square of the value before them, while the spectrum was in [0,1], then the computed numbers are not those of ideal steps: rounding, matrix truncation or an inexact norm has affected them. The test takes this as the signal to stop. The estimate itself concerns ideal steps, with neither rounding nor truncation.

## The scalar bound and its best constant

For one occupation x, squaring and then applying 2x − x² gives

y = 2x² − x⁴ = x²(2 − x²), 1 − y = (1 − x²)².

The new error is therefore

y − y² = y(1 − y) = x²(2 − x²)(1 − x)²(1 + x)² = g(x) e(x)²,

with g(x) = (2 − x²)(1 + x)².

It remains to find the maximum of g on [0,1]. Its derivative is

g′(x) = 2(1 + x)(2 − x − 2x²),

which vanishes in [0,1] only at r = (√17 − 1)/4 ≈ 0.781. Since 2r² + r = 2, we have r² = 1 − r/2, and so

g(r) = (1 + r/2)(2 + 3r/2) = 11/4 + 17r/8 = (71 + 17√17)/32 = C.

That this is the maximum can be read from the factorisation

C − g(x) = (x − r)² (x² + (2 + 2r)x + 2 + 5r/2).

The quadratic has positive coefficients, so the right-hand side is non-negative for x ≥ 0. Multiplying g(x) ≤ C by e(x)² gives the bound. Conversely, if a constant c works for every x in [0,1], take x = r. There e(r) > 0, and C e(r)² ≤ c e(r)² forces C ≤ c.

Finally, C ≤ 9/2 means 17√17 ≤ 73, which is true because 17² · 17 = 4913 and 73² = 5329.

## The occupation 4/5, and the two ends of the interval

At x = 4/5 the old error is 0.16, with square 0.0256. The two steps give y = 0.8704 and the new error 0.8704 · 0.1296 ≈ 0.1128. This lies above 4 · 0.0256 = 0.1024 and below 4.5 · 0.0256 = 0.1152.

At x = 0 and x = 1 both errors vanish, and the bound reads 0 ≤ 0. Close to these ends the ratio of the new error to the old one squared tends to g(0) = 2 and g(1) = 4. The largest ratio thus belongs to an occupation inside the interval, and a constant read off from the limit x → 1 would be too small.

## From occupations to matrices, and the opposite order

For a self-adjoint X and a real polynomial p, two facts link the norm to the spectrum: |p(λ)| ≤ ‖p(X)‖ for each λ in the spectrum, and if |p(λ)| ≤ b there for some b ≥ 0, then ‖p(X)‖ ≤ b. Let F(x) = g(x) e(x)² be the new error as a polynomial in x. For λ in the spectrum of X,

0 ≤ F(λ) ≤ C e(λ)² ≤ C ‖e(X)‖²,

and hence ‖F(X)‖ ≤ C ‖e(X)‖².

For the opposite order, exchange particles and holes. Put W = (1 − X)². Then 2X − X² = 1 − W, and

(2X − X²)² = (1 − W)² = 1 − (2W − W²).

So raising and then squaring X gives one minus the result of squaring and then raising 1 − X. Since e(1 − Z) = e(Z) for every Z, the final errors agree, as do the initial ones. The spectrum of 1 − X again lies in [0,1], so the same bound applies.

## Two squarings in a row

After two squarings the occupation is x⁴. With d = 1 − x, its error minus c times the old error squared is

x⁴ − x⁸ − c(x − x²)² = x² d [x²(1 + x)(1 + x²) − c d].

Take d = 1/(4(|c| + 1)). Then d ≤ 1/4 and c d ≤ 1/4, while x ≥ 3/4 gives x² ≥ 1/2 and makes the first term in the bracket at least 1/2. The whole expression is positive, so c fails. Near full occupation the new error is linear in d, but the squared old error is quadratic.

## What the Lean statements say

`contract`, `expand` and `idemErr` are X², 2X − X² and X − X² in an arbitrary ring, so numbers and operators share the same definitions. `sharpC` is C. A scalar occupation is a real `x` in `Icc 0 1`, the closed unit interval.

`sharpC_optimal` is an equivalence: a real `c` bounds the error for all occupations exactly when `sharpC ≤ c`. It concerns scalars and the order "square first". `nine_halves` writes the bound out with 2x² − x⁴.

The operator theorems `norm_idemErr_le` and `norm_idemErr_le'` take an element `X` of a unital complex C*-algebra `A`. Hermitian matrices of any finite size, with the spectral norm, are the case of interest. Two hypotheses are assumed:

- `IsSelfAdjoint X` says that X is Hermitian, as a rescaled Hamiltonian is in an orthonormal basis.
- `spectrum ℝ X ⊆ Icc 0 1` says that all occupations lie between 0 and 1. In practice this rests on valid bounds for the Hamiltonian's spectrum in the initial rescaling. Ideal steps then keep the spectrum in [0,1], while rounding or truncation can push eigenvalues slightly outside.

The statements do not involve the trace, the rule for choosing steps, or the convergence of a full SP2 run.

```lean
import Mathlib

open Set

namespace SP2Stopping

/-- The SP2 step `X ↦ X²`, which lowers occupations between 0 and 1. -/
def contract {R : Type*} [Ring R] (X : R) : R := X ^ 2

/-- The SP2 step `X ↦ 2X - X²`, which raises occupations between 0 and 1. -/
def expand {R : Type*} [Ring R] (X : R) : R := 2 * X - X ^ 2

/-- The idempotency error `X - X²`. -/
def idemErr {R : Type*} [Ring R] (X : R) : R := X - X ^ 2

/-- The constant `(71 + 17 √17) / 32`, about 4.41. -/
noncomputable def sharpC : ℝ := (71 + 17 * Real.sqrt 17) / 32

/-- After a squaring step and then a step `2x - x²`, the idempotency error is the square of the
old one times `(2 - x²)(1 + x)²`. -/
theorem idemErr_factor {R : Type*} [CommRing R] (x : R) :
    idemErr (expand (contract x)) = (2 - x ^ 2) * (1 + x) ^ 2 * idemErr x ^ 2 := by
  unfold idemErr expand contract
  ring

/-- Particle-hole symmetry: `X` and `1 - X` have the same idempotency error, and exchanging them
exchanges the order of the two SP2 steps as far as the final error is concerned. -/
theorem particle_hole {R : Type*} [Ring R] (X : R) :
    idemErr (1 - X) = idemErr X ∧
      idemErr (contract (expand X)) = idemErr (expand (contract (1 - X))) := by
  have h : ∀ Z : R, idemErr (1 - Z) = idemErr Z := by
    intro Z
    unfold idemErr
    noncomm_ring
  have h2 : contract (expand X) = 1 - expand (contract (1 - X)) := by
    unfold expand contract
    noncomm_ring
  exact ⟨h X, by rw [h2, h]⟩

/-- For an occupation `x` in `[0,1]`, the idempotency error after squaring and then applying
`2x - x²` is at most `sharpC` times the square of the error before these two steps. -/
theorem idemErr_le {x : ℝ} (hx : x ∈ Icc (0 : ℝ) 1) :
    idemErr (expand (contract x)) ≤ sharpC * idemErr x ^ 2 := by
  have hs : Real.sqrt 17 ^ 2 = 17 := Real.sq_sqrt (by norm_num)
  have hx0 : 0 ≤ x := hx.1
  -- the gap is a square times a quadratic with positive coefficients
  have key : sharpC - (2 - x ^ 2) * (1 + x) ^ 2 =
      (x - (Real.sqrt 17 - 1) / 4) ^ 2 *
        (x ^ 2 + (Real.sqrt 17 + 3) / 2 * x + (11 + 5 * Real.sqrt 17) / 8) := by
    unfold sharpC
    linear_combination (-(-3 / 16 * x ^ 2 + (Real.sqrt 17 - 9) / 32 * x
      + (5 * Real.sqrt 17 + 1) / 128)) * hs
  have hpos : 0 ≤ (x - (Real.sqrt 17 - 1) / 4) ^ 2 *
      (x ^ 2 + (Real.sqrt 17 + 3) / 2 * x + (11 + 5 * Real.sqrt 17) / 8) := by
    positivity
  rw [idemErr_factor]
  exact mul_le_mul_of_nonneg_right (by linarith) (sq_nonneg _)

/-- A constant `c` bounds the idempotency error after squaring and then applying `2x - x²` by `c`
times the old error squared for all occupations in `[0,1]` exactly when `c` is at least `sharpC`. -/
theorem sharpC_optimal (c : ℝ) :
    (∀ x ∈ Icc (0 : ℝ) 1, idemErr (expand (contract x)) ≤ c * idemErr x ^ 2) ↔
      sharpC ≤ c := by
  constructor
  · intro h
    have hs : Real.sqrt 17 ^ 2 = 17 := Real.sq_sqrt (by norm_num)
    have hs0 : 0 ≤ Real.sqrt 17 := Real.sqrt_nonneg 17
    have h1 : 1 < Real.sqrt 17 := by nlinarith
    have h5 : Real.sqrt 17 < 5 := by nlinarith
    -- the worst occupation
    obtain ⟨r, hr⟩ : ∃ r : ℝ, r = (Real.sqrt 17 - 1) / 4 := ⟨_, rfl⟩
    have hr0 : 0 < r := by linarith
    have hr1 : r < 1 := by linarith
    have hg : (2 - r ^ 2) * (1 + r) ^ 2 = sharpC := by
      rw [hr]
      unfold sharpC
      linear_combination (-3 / 16 * ((Real.sqrt 17 - 1) / 4) ^ 2
        + (Real.sqrt 17 - 9) / 32 * ((Real.sqrt 17 - 1) / 4)
        + (5 * Real.sqrt 17 + 1) / 128) * hs
    have he : 0 < idemErr r := by
      have := mul_pos hr0 (sub_pos.mpr hr1)
      unfold idemErr
      linarith [this, (by ring : r * (1 - r) = r - r ^ 2)]
    have hb := h r ⟨hr0.le, hr1.le⟩
    rw [idemErr_factor, hg] at hb
    exact le_of_mul_le_mul_right hb (pow_pos he 2)
  · intro h x hx
    exact (idemErr_le hx).trans (mul_le_mul_of_nonneg_right h (sq_nonneg _))

/-- The constant `sharpC` is at most `9/2`, so for `x` in `[0,1]` and `y = 2x² - x⁴` one has
`y - y² ≤ (9/2)(x - x²)²`. -/
theorem nine_halves : sharpC ≤ 9 / 2 ∧ ∀ x ∈ Icc (0 : ℝ) 1,
    (2 * x ^ 2 - x ^ 4) - (2 * x ^ 2 - x ^ 4) ^ 2 ≤ 9 / 2 * (x - x ^ 2) ^ 2 := by
  have hs : Real.sqrt 17 ^ 2 = 17 := Real.sq_sqrt (by norm_num)
  have h : Real.sqrt 17 ≤ 73 / 17 := by nlinarith
  have hC : sharpC ≤ 9 / 2 := by
    unfold sharpC
    linarith
  refine ⟨hC, fun x hx => ?_⟩
  have hb := (sharpC_optimal (9 / 2)).mpr hC x hx
  have e : expand (contract x) = 2 * x ^ 2 - x ^ 4 := by
    unfold expand contract
    ring
  rw [e] at hb
  exact hb

/-- For squaring followed by `2x - x²`, the constant 4 is too small: at the occupation `4/5` the new
idempotency error exceeds 4 times the old one squared. -/
theorem four_fails :
    4 * idemErr (4 / 5 : ℝ) ^ 2 < idemErr (expand (contract (4 / 5 : ℝ))) := by
  norm_num [idemErr, expand, contract]

/-- For a self-adjoint `X` in a C*-algebra (such as a Hermitian matrix with the spectral norm)
with spectrum in `[0,1]`, squaring and then applying `2X - X²` gives an error whose norm is at
most `sharpC` times the square of the old error norm. -/
theorem norm_idemErr_le {A : Type*} [CStarAlgebra A] {X : A} (hX : IsSelfAdjoint X)
    (hspec : spectrum ℝ X ⊆ Icc 0 1) :
    ‖idemErr (expand (contract X))‖ ≤ sharpC * ‖idemErr X‖ ^ 2 := by
  have hC : 0 ≤ sharpC := by
    unfold sharpC
    positivity
  -- both errors are polynomials in `X`, hence given by the functional calculus
  have hp : cfc (fun t : ℝ => idemErr t) X = idemErr X := by
    have e : (fun t : ℝ => idemErr t) =
        fun t => (idemErr (Polynomial.X : Polynomial ℝ)).eval t := by
      funext t
      simp [idemErr]
    rw [e]
    exact (cfc_polynomial (idemErr (Polynomial.X : Polynomial ℝ)) X hX).trans
      (by simp [idemErr])
  have hq : cfc (fun t : ℝ => idemErr (expand (contract t))) X =
      idemErr (expand (contract X)) := by
    have e : (fun t : ℝ => idemErr (expand (contract t))) =
        fun t => (idemErr (expand (contract (Polynomial.X : Polynomial ℝ)))).eval t := by
      funext t
      simp [idemErr, expand, contract]
    rw [e]
    exact (cfc_polynomial (idemErr (expand (contract (Polynomial.X : Polynomial ℝ)))) X hX).trans
      (by
        -- write `2p` as `p + p`, so that evaluation only meets sums and powers
        have hP : ∀ p : Polynomial ℝ, expand p = p + p - p ^ 2 := fun p =>
          congrArg (fun q => q - p ^ 2) (two_mul p)
        have hA : ∀ Z : A, expand Z = Z + Z - Z ^ 2 := fun Z =>
          congrArg (fun W => W - Z ^ 2) (two_mul Z)
        simp [idemErr, contract, hP, hA])
  rw [← hq]
  refine norm_cfc_le (by positivity) fun t ht => ?_
  have ht1 := hspec ht
  have hb : ‖idemErr t‖ ≤ ‖idemErr X‖ := by
    rw [← hp]
    exact norm_apply_le_norm_cfc (fun t : ℝ => idemErr t) X ht
      (by unfold idemErr; fun_prop) hX
  have hn : 0 ≤ idemErr (expand (contract t)) := by
    rw [idemErr_factor]
    have : 0 ≤ 2 - t ^ 2 := by nlinarith [ht1.1, ht1.2]
    positivity
  -- the scalar bound holds at every point of the spectrum
  calc ‖idemErr (expand (contract t))‖ = idemErr (expand (contract t)) := by
        rw [Real.norm_eq_abs, abs_of_nonneg hn]
    _ ≤ sharpC * idemErr t ^ 2 := idemErr_le ht1
    _ = sharpC * ‖idemErr t‖ ^ 2 := by rw [Real.norm_eq_abs, sq_abs]
    _ ≤ sharpC * ‖idemErr X‖ ^ 2 := by gcongr

/-- The same norm bound holds, for self-adjoint `X` with spectrum in `[0,1]`, when the step
`2X - X²` comes first and the squaring second. -/
theorem norm_idemErr_le' {A : Type*} [CStarAlgebra A] {X : A} (hX : IsSelfAdjoint X)
    (hspec : spectrum ℝ X ⊆ Icc 0 1) :
    ‖idemErr (contract (expand X))‖ ≤ sharpC * ‖idemErr X‖ ^ 2 := by
  rw [(particle_hole X).2, ← (particle_hole X).1]
  refine norm_idemErr_le ((IsSelfAdjoint.one A).sub hX) fun t ht => ?_
  -- the spectrum of `1 - X` is the reflected spectrum of `X`
  have h : 1 - t ∈ spectrum ℝ X := by
    rw [spectrum.mem_iff] at ht ⊢
    intro hu
    apply ht
    have e : algebraMap ℝ A t - (1 - X) = -(algebraMap ℝ A (1 - t) - X) := by
      rw [map_sub, map_one]
      abel
    rw [e]
    exact hu.neg
  have h1 := hspec h
  exact ⟨by linarith [h1.2], by linarith [h1.1]⟩

/-- Two squaring steps in a row obey no such bound: for every constant `c` some occupation in
`[0,1]` ends with an error above `c` times the old error squared. -/
theorem two_squarings_fail (c : ℝ) :
    ∃ x ∈ Icc (0 : ℝ) 1, c * idemErr x ^ 2 < idemErr (contract (contract x)) := by
  have hc : 0 < 4 * (|c| + 1) := by positivity
  -- a hole occupation `d`, chosen so that `d ≤ 1 / 4` and `c * d ≤ 1 / 4`
  obtain ⟨d, hd⟩ : ∃ d : ℝ, d = 1 / (4 * (|c| + 1)) := ⟨_, rfl⟩
  have hd0 : 0 < d := by rw [hd]; positivity
  have hmul : d * (4 * (|c| + 1)) = 1 := by
    rw [hd]
    exact one_div_mul_cancel hc.ne'
  have hdc : 0 ≤ d * |c| := by positivity
  have hd1 : d ≤ 1 / 4 := by linarith
  have hcd : c * d ≤ 1 / 4 := by
    have := mul_le_mul_of_nonneg_right (le_abs_self c) hd0.le
    linarith
  obtain ⟨x, hx⟩ : ∃ x : ℝ, x = 1 - d := ⟨_, rfl⟩
  have hx0 : 3 / 4 ≤ x := by linarith
  have hx2 : 1 / 2 ≤ x ^ 2 := by nlinarith
  have h1 : 1 ≤ (1 + x) * (1 + x ^ 2) := by nlinarith [mul_nonneg (by linarith : 0 ≤ x) (sq_nonneg x)]
  have h2 : 1 / 2 ≤ x ^ 2 * ((1 + x) * (1 + x ^ 2)) := by nlinarith
  have hpos : 0 < x ^ 2 * d * (x ^ 2 * ((1 + x) * (1 + x ^ 2)) - c * d) :=
    mul_pos (mul_pos (by linarith) hd0) (by linarith)
  have e : idemErr (contract (contract x)) - c * idemErr x ^ 2 =
      x ^ 2 * d * (x ^ 2 * ((1 + x) * (1 + x ^ 2)) - c * d) := by
    have hd' : d = 1 - x := by linarith
    rw [hd']
    unfold idemErr contract
    ring
  exact ⟨x, ⟨by linarith, by linarith⟩, by linarith⟩

end SP2Stopping
```

```lean
#print axioms SP2Stopping.nine_halves
#print axioms SP2Stopping.four_fails
#print axioms SP2Stopping.norm_idemErr_le'
#print axioms SP2Stopping.two_squarings_fail
```

```
'SP2Stopping.nine_halves' depends on axioms: [propext, Classical.choice, Quot.sound]
'SP2Stopping.four_fails' depends on axioms: [propext, Classical.choice, Quot.sound]
'SP2Stopping.norm_idemErr_le'' depends on axioms: [propext, Classical.choice, Quot.sound]
'SP2Stopping.two_squarings_fail' depends on axioms: [propext, Classical.choice, Quot.sound]
```

## How the Lean proofs match the derivation

`idemErr_factor` is the identity y − y² = g(x) e(x)², checked by `ring` in any commutative ring. `particle_hole` contains the exchange of X and 1 − X. It is proved with `noncomm_ring`, since the ring need not be commutative.

In `idemErr_le`, the step `key` is the factorisation of C − g(x), with r and the coefficients written in terms of √17. The two sides agree only after using √17² = 17, and the coefficient written after `linear_combination` is the multiple of that equation that accounts for the difference. `positivity` then shows that the product is non-negative, and multiplication by the squared error finishes the bound.

For `sharpC_optimal`, the forward direction evaluates the assumed bound at `r`. The steps `hr0` and `hr1` place r strictly inside the interval, `hg` is g(r) = C, and `he` is the positivity that allows e(r)² to be cancelled. The reverse direction enlarges the constant in `idemErr_le`. `nine_halves` then needs only √17 ≤ 73/17, and `four_fails` is the numerical comparison at 4/5, done by `norm_num`.

In `norm_idemErr_le`, `cfc` is the continuous functional calculus, which applies a real function to a self-adjoint element. The steps `hp` and `hq` identify the old and new errors with the corresponding functions of X, by way of `cfc_polynomial`. The two facts about norms and spectra are `norm_apply_le_norm_cfc` and `norm_cfc_le`. The step `hn` gives F(λ) ≥ 0, so that the absolute value can be removed, and the closing `calc` is the chain of inequalities for F(λ), with `t` in place of λ.

`norm_idemErr_le'` rewrites both errors with `particle_hole` and applies the previous theorem to 1 − X. What remains is the spectrum: if t belongs to the spectrum of 1 − X, then 1 − t belongs to that of X, because t − (1 − X) = −((1 − t) − X).

`two_squarings_fail` makes the choice of d given above. Its step `e` is the factored difference, `h2` and `hcd` bound the two terms in the bracket, and `hpos` collects the signs.
